# Entries of the Richardson tableau as weighted sums of the data, with weights from a generating polynomial

The Richardson tableau starts from a real data sequence `a` and forms each entry of column `m + 1` from two neighbouring entries of column `m`, as (upper neighbour − r^(m+1) · entry) / (1 − r^(m+1)), where the upper neighbour is the entry with the next higher index. The theorem `richardsonTable_eq` says that entry `i` of column `m` is the sum of `a i, ..., a (i + m)`, weighted by the coefficients of the product of (X − r^k)/(1 − r^k) over k = 1, ..., m. These formulas have their usual meaning when r^k ≠ 1 for these k; the data are arbitrary, and nothing is said about convergence. The proof is by induction on `m`: it splits off the first term of the new sum and matches the rest with the two sums from the previous column through the recursion for the coefficients.

In Lean, a first try:

```lean
import Mathlib

open Polynomial

namespace RichardsonTableEq

noncomputable section

/-- The generating polynomial, the product of `(X - r ^ k) / (1 - r ^ k)` over `k = 1, ..., m`,
for `r` with `r ^ k ≠ 1` at these `k`. -/
def weightPoly (r : ℝ) : ℕ → ℝ[X]
  | 0 => 1
  | m + 1 => C (1 - r ^ (m + 1))⁻¹ * ((X - C (r ^ (m + 1))) * weightPoly r m)

/-- The Richardson tableau of a data sequence `a`: each new entry combines two neighbouring entries
of the previous column, for `r` with `r ^ k ≠ 1` at every column `k ≥ 1` used. -/
def richardsonTable (r : ℝ) (a : ℕ → ℝ) : ℕ → ℕ → ℝ
  | 0, i => a i
  | m + 1, i => (richardsonTable r a m (i + 1) - r ^ (m + 1) * richardsonTable r a m i)
      / (1 - r ^ (m + 1))

/-- The generating polynomial of order `m` has degree at most `m`. -/
theorem natDegree_weightPoly (r : ℝ) (m : ℕ) : (weightPoly r m).natDegree ≤ m := by
  induction m with
  | zero => simp [weightPoly]
  | succ m ih =>
    rw [weightPoly]
    refine (natDegree_C_mul_le _ _).trans (natDegree_mul_le.trans ?_)
    rw [natDegree_X_sub_C]
    omega

/-- The coefficients of the generating polynomial of order `m + 1`, expressed through those of order
`m`. -/
theorem coeff_weightPoly_succ (r : ℝ) (m : ℕ) :
    (weightPoly r (m + 1)).coeff 0
      = -(r ^ (m + 1) * (weightPoly r m).coeff 0) / (1 - r ^ (m + 1)) ∧
    ∀ j, (weightPoly r (m + 1)).coeff (j + 1)
      = ((weightPoly r m).coeff j - r ^ (m + 1) * (weightPoly r m).coeff (j + 1))
        / (1 - r ^ (m + 1)) := by
  constructor
  · rw [weightPoly, coeff_C_mul, sub_mul, coeff_sub, coeff_C_mul, coeff_X_mul_zero]
    ring
  · intro j
    rw [weightPoly, coeff_C_mul, sub_mul, coeff_sub, coeff_C_mul, coeff_X_mul]
    ring

/-- Entry `i` of column `m` of the Richardson tableau is the weighted sum of the `m + 1` successive
data `a i, ..., a (i + m)`, with the coefficients of the generating polynomial as weights. -/
theorem richardsonTable_eq (r : ℝ) (a : ℕ → ℝ) (m i : ℕ) :
    richardsonTable r a m i
      = ∑ j ∈ Finset.range (m + 1), (weightPoly r m).coeff j * a (i + j) := by
  induction m generalizing i with
  | zero => simp [richardsonTable, weightPoly]
  | succ m ih =>
    have hz : (weightPoly r m).coeff (m + 1) = 0 :=
      coeff_eq_zero_of_natDegree_lt (Nat.lt_succ_of_le (natDegree_weightPoly r m))
    -- the old sum may be extended by a vanishing term and split at its first term
    have h1 := Finset.sum_range_succ' (fun j => (weightPoly r m).coeff j * a (i + j)) (m + 1)
    have h2 := Finset.sum_range_succ (fun j => (weightPoly r m).coeff j * a (i + j)) (m + 1)
    simp only [hz, zero_mul, add_zero] at h1 h2
    have key := h2.symm.trans h1
    have h3 : ∑ j ∈ Finset.range (m + 1), (weightPoly r (m + 1)).coeff (j + 1) * a (i + (j + 1))
        = (∑ j ∈ Finset.range (m + 1), (weightPoly r m).coeff j * a (i + 1 + j)
          - r ^ (m + 1) * ∑ j ∈ Finset.range (m + 1),
              (weightPoly r m).coeff (j + 1) * a (i + (j + 1))) / (1 - r ^ (m + 1)) := by
      rw [Finset.mul_sum, ← Finset.sum_sub_distrib, Finset.sum_div]
      refine Finset.sum_congr rfl fun j _ => ?_
      rw [(coeff_weightPoly_succ r m).2 j, show i + 1 + j = i + (j + 1) by omega]
      ring
    rw [richardsonTable, ih (i + 1), ih i, Finset.sum_range_succ', h3,
      (coeff_weightPoly_succ r m).1, key, add_zero]
    ring

end

end RichardsonTableEq
```

The compiler's answer:

```
Main.lean:70:67: error: Tactic `rewrite` failed: Did not find an occurrence of the pattern
  ∑ j ∈ Finset.range (m + 1), (weightPoly r (m + 1)).coeff (j + 1) * a (i + (j + 1))
in the target expression
  (∑ k ∈ Finset.range m, (weightPoly r m).coeff (k + 1) * a (i + 1 + (k + 1)) +
          (weightPoly r m).coeff 0 * a (i + 1 + 0) -
        r ^ (m + 1) * ∑ j ∈ Finset.range (m + 1), (weightPoly r m).coeff j * a (i + j)) /
      (1 - r ^ (m + 1)) =
    ∑ j ∈ Finset.range (m + 1 + 1), (weightPoly r (m + 1)).coeff j * a (i + j)

case succ
r : ℝ
a : ℕ → ℝ
m : ℕ
ih : ∀ (i : ℕ), richardsonTable r a m i = ∑ j ∈ Finset.range (m + 1), (weightPoly r m).coeff j * a (i + j)
i : ℕ
hz : (weightPoly r m).coeff (m + 1) = 0
h1 :
  ∑ k ∈ Finset.range (m + 1 + 1), (weightPoly r m).coeff k * a (i + k) =
    ∑ k ∈ Finset.range (m + 1), (weightPoly r m).coeff (k + 1) * a (i + (k + 1)) + (weightPoly r m).coeff 0 * a i
h2 :
  ∑ x ∈ Finset.range (m + 1 + 1), (weightPoly r m).coeff x * a (i + x) =
    ∑ x ∈ Finset.range (m + 1), (weightPoly r m).coeff x * a (i + x)
key :
  ∑ x ∈ Finset.range (m + 1), (weightPoly r m).coeff x * a (i + x) =
    ∑ k ∈ Finset.range (m + 1), (weightPoly r m).coeff (k + 1) * a (i + (k + 1)) + (weightPoly r m).coeff 0 * a i
h3 :
  ∑ j ∈ Finset.range (m + 1), (weightPoly r (m + 1)).coeff (j + 1) * a (i + (j + 1)) =
    (∑ j ∈ Finset.range (m + 1), (weightPoly r m).coeff j * a (i + 1 + j) -
        r ^ (m + 1) * ∑ j ∈ Finset.range (m + 1), (weightPoly r m).coeff (j + 1) * a (i + (j + 1))) /
      (1 - r ^ (m + 1))
⊢ (∑ k ∈ Finset.range m, (weightPoly r m).coeff (k + 1) * a (i + 1 + (k + 1)) +
          (weightPoly r m).coeff 0 * a (i + 1 + 0) -
        r ^ (m + 1) * ∑ j ∈ Finset.range (m + 1), (weightPoly r m).coeff j * a (i + j)) /
      (1 - r ^ (m + 1)) =
    ∑ j ∈ Finset.range (m + 1 + 1), (weightPoly r (m + 1)).coeff j * a (i + j)
```

The error is reported at `h3`, but the rewrite before it went to the wrong place. `Finset.sum_range_succ'` splits off the first term of a sum over `Finset.range (n + 1)`, and here it was given neither the summand nor `n`. After the two uses of `ih`, the left side of the goal also contains sums over `Finset.range (m + 1)`. Lean matched the one that came from `ih (i + 1)`, taking `n` to be `m`, and split that. The sum on the right, over `Finset.range (m + 1 + 1)`, stayed whole, as the printed goal shows. The left side of `h3` is what remains of that right-hand sum once its first term is split off, so `rw` could not find it.

The repair writes `Finset.sum_range_succ' _ (m + 1)`, which fixes `n` as `m + 1` and leaves the summand to be inferred. The pattern now fits the sum on the right and not the shorter ones on the left. Splitting it produces the sum that `h3` rewrites, and the remaining steps go through unchanged.

The mended proof, as a diff:

```diff
@@ -68,5 +68,5 @@
       rw [(coeff_weightPoly_succ r m).2 j, show i + 1 + j = i + (j + 1) by omega]
       ring
-    rw [richardsonTable, ih (i + 1), ih i, Finset.sum_range_succ', h3,
+    rw [richardsonTable, ih (i + 1), ih i, Finset.sum_range_succ' _ (m + 1), h3,
       (coeff_weightPoly_succ r m).1, key, add_zero]
     ring
```
